# At most n + 1 mirrors for a Euclidean isometry of n-space, and three for the plane glide

To count the mirrors needed to build a rotation, screw or glide of a crystal, one must first fix what counts as a mirror. Here it is the reflection in any affine hyperplane, whether or not that reflection is itself a symmetry of the crystal.

## Seitz operators and mirrors

A Seitz operator $\{W|w\}$ sends $x$ to $Wx+w$. A mirror with unit normal $u$ and offset $c$ is

$$m_{u,c}(x)=x-2(\langle u,x\rangle-c)\,u,$$

the reflection in the hyperplane $\langle u,x\rangle=c$.

Crystallographic and electronic-structure codes commonly store symmetry operations as pairs $(W,w)$. The result applies to each such pair separately and does not say that a space group is generated by mirrors of its own. Tabulated matrices refer to lattice axes and need not be orthogonal; in Cartesian axes $W$ is orthogonal, as the result assumes.

## The bound as stated in Lean

`V` is a real inner product space of finite dimension $n$, written `finrank ℝ V`. The type `V ≃ₗᵢ[ℝ] V` makes $W$ orthogonal, and `seitz W w` is the operator. A list `L` of pairs $(u,c)$ encodes a product of mirrors, and its last entry acts first.

- `seitz_eq_mirrors`: every such operator equals `mirrorProduct L` for some list of at most $n+1$ mirrors with unit normals.
- `mirror_bound_sharp`: for $e\neq0$, the operator that fixes the axis along $e$, inverts its orthogonal complement and translates by $e$ needs at least $n+1$. For $n=3$ this is a twofold screw. The lists here may even contain normals that are not of unit length.
- `planeGlide_three_mirrors` and `planeGlide_needs_three`: the glide $(x,y)\mapsto(x+1,-y)$ needs exactly three.

In Lean, `reflection` means reflection in a subspace: `(Submodule.span ℝ {e}).reflection` keeps the line along $e$, while the version with `ᗮ` is a mirror.

## Building the operator

Since $\langle u,m_{u,c}(x)\rangle=2c-\langle u,x\rangle$, two parallel mirrors give a translation:

$$m_{u,d}(m_{u,c}(x))=x-2(\langle u,x\rangle-c)u-2(2c-\langle u,x\rangle-d)u=x+2(d-c)u.$$

An orthogonal $W$ is a product of at most $n$ mirrors through the origin (the Cartan–Dieudonné theorem in its Euclidean case). Let $F$ be the subspace of vectors fixed by $W$. If $F\neq V$, take a nonzero $x\perp F$ and set $v=Wx-x\neq0$. As $W$ preserves $F^\perp$, $v\perp F$. As $|Wx|=|x|$, the mirror through the origin with normal $v/|v|$ sends $Wx$ back to $x$. It also fixes every vector of $F$, so $W$ followed by this mirror fixes both $F$ and $x$. The fixed space grows at each step, so at most $n$ mirrors reduce $W$ to the identity.

If $w=0$, this suffices. Otherwise put $u=w/|w|$ and write $m_{u,0}W$ as at most $n$ mirrors. One more gives

$$m_{u,|w|/2}(m_{u,0}(Wx))=Wx+|w|u=Wx+w.$$

## Why n mirrors can fail

Let

$$g(x)=\frac{2\langle e,x\rangle}{|e|^2}e-x+e$$

be a product of $k$ mirrors with normals $u_i$ and offsets $c_i$. Each mirror moves points along its normal, so $g(x)-x$ lies in the span $S$ of the normals. Then $e=g(0)\in S$, and

$$g(x)-x=\Big(\frac{2\langle e,x\rangle}{|e|^2}+1\Big)e-2x$$

gives $x\in S$ for every $x$. Hence $S=V$ and $k\ge n$.

If $k=n$, the map $x\mapsto(\langle u_i,x\rangle)_i$ is injective, because a vector orthogonal to all normals is orthogonal to $V$. By equal dimensions it is surjective, so some $x$ satisfies $\langle u_i,x\rangle=c_i$ for all $i$. Every mirror fixes this point, yet $\langle e,g(x)\rangle=\langle e,x\rangle+|e|^2$. This contradiction gives $k\ge n+1$.

For the plane glide, $e=(1,0)$. The mirrors $y=0$, $x=0$, $x=\tfrac12$ give in turn $(x,-y)$, $(-x,-y)$, $(x+1,-y)$.

## The complete Lean file

```lean
import Mathlib

open Module

namespace MirrorGeneration

noncomputable section

variable {V : Type*} [NormedAddCommGroup V] [InnerProductSpace ℝ V]

/-- The Seitz operator `{W|w}` with orthogonal linear part `W` and translation part `w`. -/
def seitz (W : V ≃ₗᵢ[ℝ] V) (w x : V) : V := W x + w

/-- For a unit normal `u`, the reflection in the affine hyperplane `⟨u, x⟩ = c`. -/
def mirror (u : V) (c : ℝ) (x : V) : V := x - (2 * (inner ℝ u x - c)) • u

/-- The product of a list of mirrors, each given by its normal and offset;
the last mirror of the list acts first. -/
def mirrorProduct : List (V × ℝ) → V → V
  | [], x => x
  | m :: L, x => mirror m.1 m.2 (mirrorProduct L x)

/-- Two parallel mirrors with unit normal `u` and offsets `c`, `d` compose to the translation
by twice their separation. -/
theorem two_parallel_mirrors (u : V) (hu : ‖u‖ = 1) (c d : ℝ) (x : V) :
    mirror u d (mirror u c x) = x + (2 * (d - c)) • u := by
  simp only [mirror, inner_sub_right, real_inner_smul_right, real_inner_self_eq_norm_sq, hu]
  module

/-- A nonzero vector divided by its length is a unit vector. -/
theorem norm_normal {v : V} (hv : v ≠ 0) : ‖‖v‖⁻¹ • v‖ = 1 := by
  rw [norm_smul, norm_inv, norm_norm, inv_mul_cancel₀ (norm_ne_zero_iff.mpr hv)]

/-- The operation that fixes the axis along a nonzero `e` and inverts its orthogonal complement,
in vector form. -/
theorem axis_apply (e x : V) : (Submodule.span ℝ {e}).reflection x =
    (2 * (inner ℝ e x / ‖e‖ ^ 2)) • e - x := by
  rw [Submodule.reflection_singleton_apply]
  simp only [RCLike.ofReal_real_eq_id, id_eq]
  module

/-- Reflection in the hyperplane through the origin orthogonal to a nonzero `v` is the mirror
with normal `v / ‖v‖` and offset zero. -/
theorem reflection_eq_mirror (v x : V) :
    (Submodule.span ℝ {v})ᗮ.reflection x = mirror (‖v‖⁻¹ • v) 0 x := by
  rw [Submodule.reflection_orthogonal_apply, axis_apply]
  simp only [mirror, real_inner_smul_left]
  module

/-- Every orthogonal operation in dimension `n` is a product of at most `n` mirrors
through the origin. -/
theorem orthogonal_eq_mirrors [FiniteDimensional ℝ V] (W : V ≃ₗᵢ[ℝ] V) :
    ∃ L : List (V × ℝ), L.length ≤ finrank ℝ V ∧ (∀ m ∈ L, ‖m.1‖ = 1 ∧ m.2 = 0) ∧
      ∀ x, mirrorProduct L x = W x := by
  -- discard the trivial factors that belong to zero vectors
  have key : ∀ l : List V, ∃ L : List (V × ℝ), L.length ≤ l.length ∧
      (∀ m ∈ L, ‖m.1‖ = 1 ∧ m.2 = 0) ∧ ∀ x, mirrorProduct L x =
        (l.map fun v => (Submodule.span ℝ {v})ᗮ.reflection).prod x := by
    intro l
    induction l with
    | nil => exact ⟨[], le_rfl, by simp, fun x => rfl⟩
    | cons v l ih =>
      obtain ⟨L, hlen, hu, hL⟩ := ih
      by_cases hv : v = 0
      · refine ⟨L, hlen.trans (by simp), hu, fun x => ?_⟩
        rw [List.map_cons, List.prod_cons, LinearIsometryEquiv.coe_mul, Function.comp_apply,
          reflection_eq_mirror, hL]
        simp [mirror, hv]
      · refine ⟨(‖v‖⁻¹ • v, 0) :: L, by simpa using hlen, ?_, fun x => ?_⟩
        · intro m hm
          rcases List.mem_cons.mp hm with rfl | hm
          · exact ⟨norm_normal hv, rfl⟩
          · exact hu m hm
        · rw [List.map_cons, List.prod_cons, LinearIsometryEquiv.coe_mul, Function.comp_apply,
            reflection_eq_mirror, mirrorProduct, hL]
  obtain ⟨l, hl, hW⟩ := LinearIsometryEquiv.reflections_generate_dim W
  obtain ⟨L, hlen, hu, hL⟩ := key l
  exact ⟨L, hlen.trans hl, hu, fun x => (hL x).trans (DFunLike.congr_fun hW x).symm⟩

/-- Every Seitz operator with orthogonal linear part in dimension `n` is a product of at most
`n + 1` reflections in affine hyperplanes. -/
theorem seitz_eq_mirrors [FiniteDimensional ℝ V] (W : V ≃ₗᵢ[ℝ] V) (w : V) :
    ∃ L : List (V × ℝ), L.length ≤ finrank ℝ V + 1 ∧ (∀ m ∈ L, ‖m.1‖ = 1) ∧
      ∀ x, mirrorProduct L x = seitz W w x := by
  by_cases hw : w = 0
  · obtain ⟨L, hlen, hu, hL⟩ := orthogonal_eq_mirrors W
    exact ⟨L, by omega, fun m hm => (hu m hm).1, fun x => by rw [hL, seitz, hw, add_zero]⟩
  · -- the mirror halfway between the origin and its image `w` removes the translation
    obtain ⟨L, hlen, hu, hL⟩ :=
      orthogonal_eq_mirrors (W.trans (Submodule.span ℝ {w})ᗮ.reflection)
    refine ⟨(‖w‖⁻¹ • w, ‖w‖ / 2) :: L, by simpa using hlen, ?_, fun x => ?_⟩
    · intro m hm
      rcases List.mem_cons.mp hm with rfl | hm
      · exact norm_normal hw
      · exact (hu m hm).1
    · have hn : ‖w‖ ≠ 0 := norm_ne_zero_iff.mpr hw
      have hs : 2 * (‖w‖ / 2 - 0) * ‖w‖⁻¹ = 1 := by
        rw [sub_zero]
        field_simp
      rw [mirrorProduct, hL, LinearIsometryEquiv.trans_apply, reflection_eq_mirror,
        two_parallel_mirrors _ (norm_normal hw), smul_smul, hs, one_smul, seitz]

/-- A product of mirrors displaces every point by a vector of any subspace that contains all the
normals. -/
theorem displacement_mem (S : Submodule ℝ V) (L : List (V × ℝ)) (h : ∀ m ∈ L, m.1 ∈ S)
    (x : V) : mirrorProduct L x - x ∈ S := by
  induction L with
  | nil => simp [mirrorProduct]
  | cons m L ih =>
    have h1 := ih (fun k hk => h k (List.mem_cons_of_mem _ hk))
    have h2 := S.smul_mem (2 * (inner ℝ m.1 (mirrorProduct L x) - m.2)) (h m (by simp))
    convert S.sub_mem h1 h2 using 1
    simp only [mirrorProduct, mirror]
    abel

/-- A point that lies on all the mirrors is fixed by their product. -/
theorem common_point_fixed (L : List (V × ℝ)) (x : V)
    (h : ∀ m ∈ L, inner ℝ m.1 x = m.2) : mirrorProduct L x = x := by
  induction L with
  | nil => rfl
  | cons m L ih =>
    rw [mirrorProduct, ih (fun k hk => h k (List.mem_cons_of_mem _ hk)), mirror,
      h m (by simp)]
    simp

/-- In dimension `n`, the operation that fixes the axis along a nonzero `e`, inverts its orthogonal
complement and translates by `e` needs at least `n + 1` mirrors. -/
theorem mirror_bound_sharp [FiniteDimensional ℝ V] {e : V} (he : e ≠ 0) (L : List (V × ℝ))
    (h : ∀ x, mirrorProduct L x = seitz (Submodule.span ℝ {e}).reflection e x) :
    finrank ℝ V + 1 ≤ L.length := by
  by_contra hlt
  let u : Fin L.length → V := fun i => (L.get i).1
  have hmem : ∀ m ∈ L, m.1 ∈ Submodule.span ℝ (Set.range u) := by
    intro m hm
    obtain ⟨i, hi⟩ := List.mem_iff_get.mp hm
    exact Submodule.subset_span ⟨i, congrArg Prod.fst hi⟩
  have hdisp : ∀ x, (Submodule.span ℝ {e}).reflection x + e - x ∈
      Submodule.span ℝ (Set.range u) := by
    intro x
    have h1 := displacement_mem _ L hmem x
    rwa [h x, seitz] at h1
  have he' : e ∈ Submodule.span ℝ (Set.range u) := by simpa using hdisp 0
  -- the displacements span the whole space, hence so do the normals
  have htop : Submodule.span ℝ (Set.range u) = ⊤ := by
    refine Submodule.eq_top_iff'.mpr fun x => ?_
    have h1 := hdisp x
    rw [axis_apply] at h1
    have h2 := Submodule.smul_mem _ (1 / 2 : ℝ) (Submodule.sub_mem _
      (Submodule.smul_mem _ (2 * (inner ℝ e x / ‖e‖ ^ 2) + 1) he') h1)
    convert h2 using 1
    module
  have hcard := finrank_range_le_card (R := ℝ) u
  rw [Set.finrank, htop, finrank_top, Fintype.card_fin] at hcard
  -- with only `n` mirrors, the hyperplanes would have a common point
  let T : V →ₗ[ℝ] (Fin L.length → ℝ) :=
    { toFun := fun x i => inner ℝ (u i) x
      map_add' := fun x y => funext fun i => inner_add_right _ _ _
      map_smul' := fun a x => funext fun i => real_inner_smul_right _ _ _ }
  have hinj : Function.Injective T := by
    refine (injective_iff_map_eq_zero T).mpr fun x hx => ?_
    have hle : Submodule.span ℝ (Set.range u) ≤ (Submodule.span ℝ {x})ᗮ := by
      refine Submodule.span_le.mpr ?_
      rintro _ ⟨i, rfl⟩
      exact Submodule.mem_orthogonal_singleton_iff_inner_left.mpr (congrFun hx i)
    have hxx : x ∈ (Submodule.span ℝ {x})ᗮ := hle (by rw [htop]; trivial)
    exact inner_self_eq_zero.mp (Submodule.mem_orthogonal_singleton_iff_inner_left.mp hxx)
  have hdim : finrank ℝ V = finrank ℝ (Fin L.length → ℝ) := by
    rw [Module.finrank_fin_fun]
    omega
  obtain ⟨x, hx⟩ := (LinearMap.injective_iff_surjective_of_finrank_eq_finrank hdim).mp hinj
    (fun i => (L.get i).2)
  have hfix : mirrorProduct L x = x := by
    refine common_point_fixed L x fun m hm => ?_
    obtain ⟨i, rfl⟩ := List.mem_iff_get.mp hm
    exact congrFun hx i
  -- but the component along `e` always grows
  rw [h x, seitz, axis_apply] at hfix
  have hin := congrArg (fun y => inner ℝ e y) hfix
  simp only [inner_add_right, inner_sub_right, real_inner_smul_right,
    real_inner_self_eq_norm_sq] at hin
  have hN : ‖e‖ ^ 2 ≠ 0 := pow_ne_zero 2 (norm_ne_zero_iff.mpr he)
  have hc : inner ℝ e x / ‖e‖ ^ 2 * ‖e‖ ^ 2 = inner ℝ e x := div_mul_cancel₀ _ hN
  exact hN (by linear_combination hin - 2 * hc)

/-- The plane glide `(x, y) ↦ (x + 1, -y)`. -/
def planeGlide (p : EuclideanSpace ℝ (Fin 2)) : EuclideanSpace ℝ (Fin 2) :=
  !₂[p 0 + 1, -p 1]

/-- The plane glide is the product of the mirrors `y = 0`, `x = 0` and `x = 1/2`,
applied in this order. -/
theorem planeGlide_three_mirrors (p : EuclideanSpace ℝ (Fin 2)) :
    mirrorProduct [(!₂[1, 0], 1 / 2), (!₂[1, 0], 0), (!₂[0, 1], 0)] p = planeGlide p := by
  ext i
  fin_cases i <;>
    simp [mirrorProduct, mirror, planeGlide, PiLp.inner_apply, Fin.sum_univ_two] <;> ring

/-- No product of fewer than three mirrors is the plane glide. -/
theorem planeGlide_needs_three (L : List (EuclideanSpace ℝ (Fin 2) × ℝ))
    (h : ∀ p, mirrorProduct L p = planeGlide p) : 3 ≤ L.length := by
  have he : (!₂[1, 0] : EuclideanSpace ℝ (Fin 2)) ≠ 0 := by
    intro h0
    have h1 := congrArg (fun q : EuclideanSpace ℝ (Fin 2) => q 0) h0
    simp at h1
  have hb := mirror_bound_sharp he L (fun p => by
    rw [h p]
    ext i
    fin_cases i <;>
      simp [planeGlide, seitz, axis_apply, PiLp.inner_apply, EuclideanSpace.norm_eq,
        Fin.sum_univ_two]
    ring)
  rwa [finrank_euclideanSpace_fin] at hb

end

end MirrorGeneration
```

```lean
#print axioms MirrorGeneration.seitz_eq_mirrors
#print axioms MirrorGeneration.planeGlide_three_mirrors
#print axioms MirrorGeneration.planeGlide_needs_three
```

```
'MirrorGeneration.seitz_eq_mirrors' depends on axioms: [propext, Classical.choice, Quot.sound]
'MirrorGeneration.planeGlide_three_mirrors' depends on axioms: [propext, Classical.choice, Quot.sound]
'MirrorGeneration.planeGlide_needs_three' depends on axioms: [propext, Classical.choice, Quot.sound]
```

## From the calculation to the Lean proof

`two_parallel_mirrors` is the translation formula. `norm_normal` normalises a vector, `axis_apply` writes out the axis operation, and `reflection_eq_mirror` identifies Mathlib's hyperplane reflection with `mirror`.

`orthogonal_eq_mirrors` takes the factorisation from Mathlib's `reflections_generate_dim`. Its factors may belong to zero vectors and are then the identity; the induction `key` discards them. `seitz_eq_mirrors` splits on `w = 0` and otherwise adds the halfway mirror.

`displacement_mem` and `common_point_fixed` are inductions on the list. In `mirror_bound_sharp`, `htop` is $S=V$ and `hcard` is $n\le k$; with the negated claim, `omega` obtains $k=n$. The map `T` collects the inner products, `hinj` proves it injective, and surjectivity supplies the common point. `hfix` states that it is fixed, and the final `linear_combination` derives $|e|^2=0$.

The glide theorems check coordinates, numbered 0 and 1, and apply the general bound with $e=(1,0)$.
